# The squares of antiunitary operators on a qubit are exactly the elements of SU(2)

Reversing time twice multiplies the state of a spin-1/2 by $-1$. In a magnetically ordered crystal, time reversal alone flips the ordered moments and is not a symmetry, but time reversal combined with a rotation can be one. The combined operation is still antiunitary, but applying it twice can leave a rotation behind instead of a sign. Which unitary matrices can be the square of some antiunitary operator on a two-dimensional state space, whether or not a crystal realises it?

They are the unitary matrices of determinant 1, and every one of them occurs. The determinant carries information here because an antiunitary operator $T$ satisfies $(e^{i\varphi}T)^2=e^{i\varphi}e^{-i\varphi}T^2=T^2$ for real $\varphi$, so no choice of phase can alter the square. For a single spin-1/2, or any other two-level space that the symmetry maps to itself, a proposed matrix for $T^2$ with determinant other than 1 must therefore be wrong.

## From an antiunitary operator to $U\bar U$

Write $\bar v$ for the entrywise complex conjugate of a vector or matrix, $U^\dagger$ for the conjugate transpose, and $\langle v,w\rangle=\sum_i \bar v_i w_i$. An antiunitary operator is additive and obeys $T(cv)=\bar c\,Tv$ and $\langle Tv,Tw\rangle=\overline{\langle v,w\rangle}$.

The map $v\mapsto T\bar v$ is linear, because the two conjugations of scalars cancel. It is therefore a matrix $U$, and $Tv=U\bar v$. The standard basis vectors $e_j$ are real, so the columns of $U$ are the vectors $Te_j$. These are orthonormal, which gives $U^\dagger U=1$. Conversely, if $U$ is unitary, then $\langle U\bar v,U\bar w\rangle=\langle\bar v,\bar w\rangle=\overline{\langle v,w\rangle}$, so $v\mapsto U\bar v$ is antiunitary.

Applying the operator twice gives
$$T^2v=U\,\overline{U\bar v}=U\bar U v .$$
The matrix $U\bar U$ is a product of unitary matrices, and its determinant is $\det U\,\overline{\det U}=|\det U|^2=1$. This holds in every finite dimension.

## Constructing $U$ for a given $W$

Now let $W$ be a $2\times2$ unitary matrix with determinant 1. Its inverse is both $W^\dagger$ and the adjugate. Comparing their entries gives
$$W=\begin{pmatrix}a&b\\-\bar b&\bar a\end{pmatrix},\qquad |a|^2+|b|^2=1 .$$
Let $J=\begin{pmatrix}0&1\\-1&0\end{pmatrix}$, which is $i\sigma_y$ and not an angular momentum, and set
$$M=(1-W)J=\begin{pmatrix}b&1-a\\-(1-\bar a)&\bar b\end{pmatrix},\qquad s=2-a-\bar a=2-\operatorname{tr}W .$$

In $MM^\dagger$ both diagonal entries are $|b|^2+|1-a|^2=1+1-a-\bar a=s$, and the upper right entry is $-b(1-a)+(1-a)b=0$. The lower left entry is its conjugate, so $MM^\dagger=s\,1$.

For $M\bar M$, the top row is
$$|b|^2-(1-a)^2=1-a\bar a-1+2a-a^2=sa,\qquad b(1-\bar a)+(1-a)b=sb .$$
The bottom row is
$$-(1-\bar a)\bar b-\bar b(1-a)=-s\bar b,\qquad -(1-\bar a)^2+|b|^2=s\bar a .$$
Hence $M\bar M=sW$.

Since $|a|\le1$, the number $s=2-2\operatorname{Re}a$ is non-negative. If it vanishes, then $\operatorname{Re}a=1$, and the normalisation forces $a=1$, $b=0$ and $W=1$. For every other $W$, the matrix $U=M/\sqrt s$ is unitary and satisfies $U\bar U=W$. For $W=1$, take $U=1$.

At $W=-1$ the formula gives $U=J$, and $v\mapsto J\bar v$ is the usual time reversal of a spin-1/2.

## Other dimensions

In dimension one, a unitary $U$ is a phase and $U\bar U=1$. The only matrix of determinant 1 is also 1, so the equivalence holds there too.

In dimension three it fails. The trace $\operatorname{tr}(U\bar U)=\sum_{j,k}U_{jk}\bar U_{kj}$ is real, because conjugation only exchanges the names of $j$ and $k$. The matrix $\operatorname{diag}(i,i,-1)$ is unitary with determinant 1, but its trace is $-1+2i$. The same argument works in every dimension $d\ge3$: append $d-3$ entries equal to 1, and the trace is $d-4+2i$. The one-dimensional case and this extension beyond dimension three rest on the reasoning just given and have no theorem of their own in the code.

## The formal development

The basis is labelled by an arbitrary finite type `n`, and a state vector is a function `n → ℂ` listing its components.

```lean
import Mathlib

open Matrix ComplexConjugate

namespace AntiunitarySquares

variable {n : Type*} [Fintype n]
```

The definition of an antiunitary operator does not mention a matrix. The expression `star v ⬝ᵥ w` is $\langle v,w\rangle$, conjugate-linear in its first argument. The conditions are imposed on all vectors, not just normalised ones.

```lean
/-- An antiunitary operator on a finite-dimensional state space: it is additive, conjugates
scalars, and conjugates inner products. -/
structure IsAntiunitary (T : (n → ℂ) → (n → ℂ)) : Prop where
  map_add : ∀ v w, T (v + w) = T v + T w
  map_smul : ∀ (c : ℂ) v, T (c • v) = star c • T v
  inner : ∀ v w, star (T v) ⬝ᵥ T w = star (star v ⬝ᵥ w)
```

That a physical symmetry acts on the chosen state space by such an operator is an input from physics. No Hamiltonian appears, so nothing is said about energy levels.

The next theorem derives the form $Tv=U\bar v$. In Lean, `star` conjugates a scalar or a vector entrywise, but on a matrix it means the conjugate transpose. The symbol `*ᵥ` applies a matrix to a vector.

In the forward direction, `L` is the linear map $v\mapsto T\bar v$, and `LinearMap.toMatrix'` turns it into `U`. The facts `hs` and `hcol` say that basis vectors are real and that their images are the columns of `U`. The `calc` block then computes the entries of $U^\dagger U$ from the inner-product condition. The converse checks the three defining properties.

```lean
/-- An operator is antiunitary exactly when it is complex conjugation followed by a
unitary matrix. -/
theorem isAntiunitary_iff [DecidableEq n] (T : (n → ℂ) → (n → ℂ)) :
    IsAntiunitary T ↔ ∃ U ∈ unitaryGroup n ℂ, ∀ v, T v = U *ᵥ star v := by
  constructor
  · intro h
    -- conjugating first makes the operator linear, hence a matrix
    obtain ⟨U, hU⟩ : ∃ U : Matrix n n ℂ, ∀ v, T v = U *ᵥ star v := by
      let L : (n → ℂ) →ₗ[ℂ] (n → ℂ) :=
        { toFun := fun v => T (star v)
          map_add' := fun v w => by rw [star_add, h.map_add]
          map_smul' := fun c v => by
            rw [star_smul, h.map_smul, star_star, RingHom.id_apply] }
      refine ⟨LinearMap.toMatrix' L, fun v => ?_⟩
      rw [← Matrix.toLin'_apply, Matrix.toLin'_toMatrix']
      change T v = T (star (star v))
      rw [star_star]
    have hs : ∀ j : n, star (Pi.single j 1 : n → ℂ) = Pi.single j 1 := by
      intro j
      ext k
      by_cases hk : k = j
      · subst hk; simp
      · simp [hk]
    have hcol : ∀ k j, T (Pi.single j 1) k = U k j := by
      intro k j
      rw [hU, hs]
      simp [Matrix.mulVec, dotProduct, Pi.single_apply]
    refine ⟨U, ?_, hU⟩
    -- the columns of U are images of an orthonormal basis
    rw [mem_unitaryGroup_iff']
    ext i j
    calc (star U * U) i j = star (T (Pi.single i 1)) ⬝ᵥ T (Pi.single j 1) := by
          simp only [Matrix.mul_apply, dotProduct, Matrix.star_apply, Pi.star_apply, hcol]
      _ = star (star (Pi.single i 1) ⬝ᵥ Pi.single j 1) := h.inner _ _
      _ = (1 : Matrix n n ℂ) i j := by
          rw [hs i]
          rcases eq_or_ne i j with rfl | hij
          · simp
          · simp [hij, hij.symm]
  · rintro ⟨U, hU, hT⟩
    have hU' : Uᴴ * U = 1 := mem_unitaryGroup_iff'.mp hU
    refine ⟨fun v w => ?_, fun c v => ?_, fun v w => ?_⟩
    · simp only [hT, star_add, Matrix.mulVec_add]
    · simp only [hT, star_smul, Matrix.mulVec_smul]
    · rw [hT, hT, Matrix.star_mulVec, star_star, Matrix.dotProduct_mulVec,
        Matrix.vecMul_vecMul, hU', Matrix.vecMul_one]
      simp only [dotProduct, star_sum, star_mul', Pi.star_apply, star_star]
```

The entrywise conjugate $\bar U$ has to be written `U.map star`, since `star U` would be $U^\dagger$. With this notation, the square of the operator is the matrix $U\bar U$.

```lean
/-- Applying "conjugate, then multiply by U" twice is multiplication by U conj(U). -/
theorem square_eq (U : Matrix n n ℂ) (v : n → ℂ) :
    U *ᵥ star (U *ᵥ star v) = (U * U.map star) *ᵥ v := by
  rw [← Matrix.mulVec_mulVec]
  congr 1
  ext i
  simp only [Pi.star_apply, Matrix.mulVec, dotProduct, star_sum, star_mul', star_star,
    Matrix.map_apply]
```

Membership in `specialUnitaryGroup n ℂ` means being unitary with determinant 1. The proof uses $\bar U=(U^\dagger)^{\mathsf T}$, where $\mathsf T$ marks the transpose. A transpose leaves the determinant unchanged, so $\det(U\bar U)=\det(UU^\dagger)=1$, which is the computation of $|\det U|^2$ in another form.

```lean
/-- In every finite dimension, U conj(U) is unitary with determinant one when U is unitary. -/
theorem square_mem [DecidableEq n] (U : Matrix n n ℂ) (hU : U ∈ unitaryGroup n ℂ) :
    U * U.map star ∈ specialUnitaryGroup n ℂ := by
  have h1 : U * Uᴴ = 1 := mem_unitaryGroup_iff.mp hU
  have hc : U.map star = Uᴴᵀ := rfl
  have hs : star (U.map star) = Uᵀ := by
    ext i j
    exact star_star (U j i)
  rw [mem_specialUnitaryGroup_iff]
  constructor
  · refine mul_mem hU (mem_unitaryGroup_iff.mpr ?_)
    rw [hs, hc, ← Matrix.transpose_mul, h1, Matrix.transpose_one]
  · rw [hc, Matrix.det_mul, Matrix.det_transpose, ← Matrix.det_mul, h1, Matrix.det_one]
```

For two levels, the indices are 0 and 1. The equality `hs` identifies the adjoint with the adjugate, `h0` and `h1` read off the relations between entries, and the determinant supplies the normalisation. Here `conj` is complex conjugation of a scalar.

```lean
/-- Cayley–Klein form: a matrix in SU(2) is fixed by two amplitudes a, b with
|a|² + |b|² = 1. -/
theorem cayley_klein {W : Matrix (Fin 2) (Fin 2) ℂ} (hW : W ∈ specialUnitaryGroup (Fin 2) ℂ) :
    ∃ a b : ℂ, W = !![a, b; -conj b, conj a] ∧ a * conj a + b * conj b = 1 := by
  obtain ⟨hU, hd⟩ := mem_specialUnitaryGroup_iff.mp hW
  -- the adjoint and the adjugate are both the inverse
  have hs : star W = W.adjugate := by
    calc star W = star W * (W * W.adjugate) := by
          rw [Matrix.mul_adjugate, hd, one_smul, mul_one]
      _ = W.adjugate := by rw [← mul_assoc, mem_unitaryGroup_iff'.mp hU, one_mul]
  have h0 : conj (W 0 0) = W 1 1 := by
    simpa [Matrix.adjugate_fin_two, Matrix.star_apply] using congrArg (fun M => M 0 0) hs
  have h1 : conj (W 0 1) = -W 1 0 := by
    simpa [Matrix.adjugate_fin_two, Matrix.star_apply] using congrArg (fun M => M 1 0) hs
  refine ⟨W 0 0, W 0 1, ?_, ?_⟩
  · ext i j
    fin_cases i <;> fin_cases j <;> simp [h0, h1]
  · rw [Matrix.det_fin_two] at hd
    rw [h0, h1]
    linear_combination hd
```

The explicit matrix $U=M/\sqrt s$ is called `root`. It is not a square root in the usual sense, since it is meant to satisfy $U\bar U=W$ and not $U^2=W$. The definition uses the real part of the trace so that the square root is taken of a real number. For $W$ in SU(2) the trace is already real.

```lean
/-- The matrix (1 - W) J / √(2 - Re tr W) with J = [[0, 1], [-1, 0]], for W with
Re tr W < 2. -/
noncomputable def root (W : Matrix (Fin 2) (Fin 2) ℂ) : Matrix (Fin 2) (Fin 2) ℂ :=
  (((√(2 - W.trace.re))⁻¹ : ℝ) : ℂ) • ((1 - W) * !![0, 1; -1, 0])
```

The theorem about `root` assumes $W\ne1$, and `hpos` converts this into $s>0$. The real number `r` is $1/\sqrt s$, and `hr` states that $r^2s=1$. The auxiliary statement `key` contains the two products $MM^\dagger=s\,1$ and $M\bar M=sW$. It treats $\bar a$ and $\bar b$ as independent symbols `a'` and `b'`, so each entry is a polynomial identity that follows from $aa'+bb'=1$. The last lines restore the factors of `r`.

```lean
/-- For W in SU(2) other than the identity, U = `root W` is unitary and U conj(U) = W. -/
theorem root_spec {W : Matrix (Fin 2) (Fin 2) ℂ} (hW : W ∈ specialUnitaryGroup (Fin 2) ℂ)
    (hne : W ≠ 1) : root W ∈ unitaryGroup (Fin 2) ℂ ∧ root W * (root W).map star = W := by
  obtain ⟨a, b, rfl, hab⟩ := cayley_klein hW
  have hn := congrArg Complex.re hab
  simp only [Complex.add_re, Complex.mul_re, Complex.conj_re, Complex.conj_im,
    Complex.one_re] at hn
  -- the normalisation is positive away from the identity
  have hpos : 0 < 2 - 2 * a.re := by
    by_contra hcon
    have h1 : a.re = 1 := le_antisymm
      (by nlinarith [sq_nonneg a.im, sq_nonneg b.re, sq_nonneg b.im]) (by linarith)
    rw [h1] at hn
    have h2 : a.im = 0 := (pow_eq_zero_iff two_ne_zero).mp
      (by nlinarith [sq_nonneg a.im, sq_nonneg b.re, sq_nonneg b.im])
    have h3 : b.re = 0 := (pow_eq_zero_iff two_ne_zero).mp
      (by nlinarith [sq_nonneg a.im, sq_nonneg b.re, sq_nonneg b.im])
    have h4 : b.im = 0 := (pow_eq_zero_iff two_ne_zero).mp
      (by nlinarith [sq_nonneg a.im, sq_nonneg b.re, sq_nonneg b.im])
    have ha : a = 1 := Complex.ext h1 h2
    have hb : b = 0 := Complex.ext h3 h4
    apply hne
    rw [ha, hb]
    ext i j
    fin_cases i <;> fin_cases j <;> simp
  have htr : 2 - (!![a, b; -conj b, conj a]).trace.re = 2 - 2 * a.re := by
    have h : (!![a, b; -conj b, conj a]).trace = a + conj a := by simp [Matrix.trace_fin_two]
    rw [h, Complex.add_re, Complex.conj_re]
    ring
  obtain ⟨r, hrdef⟩ : ∃ r : ℝ, r = (√(2 - 2 * a.re))⁻¹ := ⟨_, rfl⟩
  have hr : (r : ℂ) * r * (2 - a - conj a) = 1 := by
    have h : r * r * (2 - 2 * a.re) = 1 := by
      rw [hrdef, ← mul_inv, Real.mul_self_sqrt hpos.le, inv_mul_cancel₀ hpos.ne']
    have h2 : 2 - a - conj a = ((2 - 2 * a.re : ℝ) : ℂ) := by
      have h3 := Complex.add_conj a
      push_cast at h3 ⊢
      linear_combination -h3
    rw [h2]
    exact_mod_cast h
  have hroot : root !![a, b; -conj b, conj a]
      = (r : ℂ) • !![b, 1 - a; -(1 - conj a), conj b] := by
    rw [root, htr, ← hrdef]
    congr 1
    ext i j
    fin_cases i <;> fin_cases j <;> simp [Matrix.mul_apply, Fin.sum_univ_two]
  -- the two matrix products, with the conjugates as independent symbols
  have key : ∀ a b a' b' : ℂ, a * a' + b * b' = 1 →
      !![b, 1 - a; -(1 - a'), b'] * !![b', -(1 - a); 1 - a', b]
        = (2 - a - a') • (1 : Matrix (Fin 2) (Fin 2) ℂ) ∧
      !![b, 1 - a; -(1 - a'), b'] * !![b', 1 - a'; -(1 - a), b]
        = (2 - a - a') • !![a, b; -b', a'] := by
    intro a b a' b' h
    constructor <;> ext i j <;> fin_cases i <;> fin_cases j <;>
      simp [Matrix.mul_apply, Fin.sum_univ_succ] <;>
      first | ring1 | linear_combination h
  obtain ⟨k1, k2⟩ := key a b (conj a) (conj b) hab
  have hst : star ((r : ℂ) • !![b, 1 - a; -(1 - conj a), conj b])
      = (r : ℂ) • !![conj b, -(1 - a); 1 - conj a, b] := by
    ext i j
    fin_cases i <;> fin_cases j <;> simp [Matrix.star_apply]
  have hmap : ((r : ℂ) • !![b, 1 - a; -(1 - conj a), conj b]).map star
      = (r : ℂ) • !![conj b, 1 - conj a; -(1 - a), b] := by
    ext i j
    fin_cases i <;> fin_cases j <;> simp
  rw [hroot]
  constructor
  · rw [mem_unitaryGroup_iff, hst, smul_mul_smul_comm, k1, smul_smul, hr, one_smul]
  · rw [hmap, smul_mul_smul_comm, k2, smul_smul, hr, one_smul]
```

The matrix form of the result combines this construction with the separate choice $U=1$ for $W=1$. The reverse implication is the determinant calculation `square_mem`.

```lean
/-- A 2 by 2 complex matrix W is unitary with determinant one if and only if
W = U conj(U) for some unitary U. -/
theorem mem_SU2_iff (W : Matrix (Fin 2) (Fin 2) ℂ) :
    W ∈ specialUnitaryGroup (Fin 2) ℂ ↔
      ∃ U ∈ unitaryGroup (Fin 2) ℂ, U * U.map star = W := by
  constructor
  · intro hW
    by_cases h : W = 1
    · refine ⟨1, one_mem _, ?_⟩
      rw [h, Matrix.map_one _ (by simp) (by simp), one_mul]
    · exact ⟨root W, root_spec hW h⟩
  · rintro ⟨U, hU, rfl⟩
    exact square_mem U hU
```

The operator form says that some antiunitary `T` satisfies $T(Tv)=Wv$ for every $v$ exactly when $W$ lies in SU(2). The proof replaces `T` by its matrix `U`. Two matrices with the same action on all vectors are equal, which is the role of `Matrix.toLin'.injective`.

```lean
/-- The squares of antiunitary operators on a qubit are exactly the elements of SU(2). -/
theorem antiunitary_square_iff (W : Matrix (Fin 2) (Fin 2) ℂ) :
    (∃ T, IsAntiunitary T ∧ ∀ v, T (T v) = W *ᵥ v) ↔
      W ∈ specialUnitaryGroup (Fin 2) ℂ := by
  rw [mem_SU2_iff]
  constructor
  · rintro ⟨T, hT, hsq⟩
    obtain ⟨U, hU, hTU⟩ := (isAntiunitary_iff T).mp hT
    refine ⟨U, hU, Matrix.toLin'.injective (LinearMap.ext fun v => ?_)⟩
    rw [Matrix.toLin'_apply, Matrix.toLin'_apply, ← hsq, hTU (T v), hTU v, square_eq]
  · rintro ⟨U, hU, rfl⟩
    exact ⟨fun v => U *ᵥ star v, (isAntiunitary_iff _).mpr ⟨U, hU, fun _ => rfl⟩,
      square_eq U⟩
```

The reality of the trace holds for any square matrix, unitary or not. The exchange of summation indices is `Finset.sum_comm`.

```lean
/-- The trace of U conj(U) is real for every square complex matrix U. -/
theorem trace_square_real (U : Matrix n n ℂ) :
    star (U * U.map star).trace = (U * U.map star).trace := by
  simp only [Matrix.trace, Matrix.diag, Matrix.mul_apply, Matrix.map_apply, star_sum,
    star_mul', star_star]
  refine Finset.sum_comm.trans ?_
  exact Finset.sum_congr rfl fun i _ => Finset.sum_congr rfl fun j _ => mul_comm _ _
```

The final theorem shows that determinant 1 is not sufficient in dimension three. Its first half checks that $\operatorname{diag}(i,i,-1)$ belongs to SU(3). Its second half compares imaginary parts in the trace identity and reaches a contradiction.

```lean
/-- In dimension three determinant one is not enough: diag(i, i, -1) lies in SU(3) but is not
U conj(U) for any unitary U. -/
theorem qutrit_counterexample :
    diagonal ![Complex.I, Complex.I, -1] ∈ specialUnitaryGroup (Fin 3) ℂ ∧
      ¬ ∃ U ∈ unitaryGroup (Fin 3) ℂ,
        U * U.map star = diagonal ![Complex.I, Complex.I, -1] := by
  constructor
  · rw [mem_specialUnitaryGroup_iff, mem_unitaryGroup_iff]
    constructor
    · rw [Matrix.star_eq_conjTranspose, Matrix.diagonal_conjTranspose,
        Matrix.diagonal_mul_diagonal, ← Matrix.diagonal_one]
      refine congrArg Matrix.diagonal (funext fun i => ?_)
      fin_cases i <;> simp
    · rw [Matrix.det_diagonal, Fin.prod_univ_three]
      simp
  · rintro ⟨U, -, h⟩
    -- the trace 2i - 1 is not real
    have ht := trace_square_real U
    rw [h, Matrix.trace_diagonal, Fin.sum_univ_three] at ht
    have him := congrArg Complex.im ht
    simp at him
    norm_num at him

end AntiunitarySquares
```

```lean
#print axioms AntiunitarySquares.antiunitary_square_iff
-- 'AntiunitarySquares.antiunitary_square_iff' depends on axioms: [propext, Classical.choice, Quot.sound]
#print axioms AntiunitarySquares.qutrit_counterexample
-- 'AntiunitarySquares.qutrit_counterexample' depends on axioms: [propext, Classical.choice, Quot.sound]
```
